# Lorentzian-broadened joint densities of states have no absolutely convergent mean or second moment

Take one optical transition, measure energy from its centre, and broaden it into a Lorentzian of half-width 1. The density at energy w is 1/(π(1 + w²)), which has unit area. Weighting it by w² gives

w² / (π(1 + w²)) = (1/π) (1 − 1/(1 + w²)),

and the integral over the window −W ≤ w ≤ W is

(2/π) (W − arctan W).

For large W this grows linearly with W. The line falls off as 1/w², the weight w² cancels the decay, and a constant remains at large energy.

The same happens for any finite, non-empty set of transitions, each with its own positive width. For p ≥ 0, the integral of |w|^p times the averaged density converges exactly when p < 1. For a spectrum computed from finitely many equally weighted Lorentzian lines, a second moment evaluated on an energy grid therefore reflects where the grid ends.

## Equal weights and half-widths at half maximum

The transitions are labelled k = 0, …, n − 1, with energies e_k and half-widths γ_k. One line and the density are

L(w) = γ / (π((w − e)² + γ²)),

ρ(w) = (1/n) Σ_k L_k(w).

```lean
import Mathlib

open MeasureTheory Filter Set
open scoped Real Topology

namespace LorentzianJointDensity

noncomputable section

/-- Lorentzian line at transition energy `e` with half-width `γ`, meant for `γ > 0`. -/
def lorentzian (γ e w : ℝ) : ℝ := γ / (π * ((w - e) ^ 2 + γ ^ 2))

/-- Joint density of states per transition: the average of `n ≥ 1` Lorentzian lines with
energies `e k` and half-widths `γ k > 0`. -/
def jointDOS {n : ℕ} (γ e : Fin n → ℝ) (w : ℝ) : ℝ :=
  (∑ k, lorentzian (γ k) (e k) w) / n
```

In Lean, `e` and `γ` are functions `Fin n → ℝ`, and `w` is an energy in the same units, often written ħω. The width `γ` is half the full width at half maximum. Textbooks usually define the joint density of states as a sum over transitions, often per volume; `jointDOS` divides by their number and contains no matrix elements. The energies carry no hypothesis: they may coincide or have either sign, and `w` runs over the whole real line.

The model assumes that the Lorentzian shape persists arbitrarily far from the line centre. Exponential decay at a constant rate gives this shape, but the far wing of a measured line can differ. A measured spectrum also depends on the matrix elements, which are left out here.

## Positive widths give each line unit area

The hypothesis γ > 0 stands for damping, for example through a finite lifetime, or for a smearing width chosen in a calculation. To find the area, write

L(w) = (1/(πγ)) · 1/(1 + ((w − e)/γ)²)

and substitute x = (w − e)/γ, so that dw = γ dx. The area becomes (1/π) ∫ dx/(1 + x²) = 1.

```lean
/-- A Lorentzian line of positive width is integrable and has unit area. -/
theorem lorentzian_normalised {γ : ℝ} (hγ : 0 < γ) (e : ℝ) :
    Integrable (lorentzian γ e) ∧ ∫ w, lorentzian γ e w = 1 := by
  -- write the line as a shifted and rescaled copy of 1 / (1 + x²)
  have h : lorentzian γ e = fun w => (π * γ)⁻¹ * (1 + ((w - e) / γ) ^ 2)⁻¹ := by
    funext w
    have h1 : (w - e) ^ 2 + γ ^ 2 ≠ 0 := by positivity
    have h2 : 1 + ((w - e) / γ) ^ 2 = ((w - e) ^ 2 + γ ^ 2) / γ ^ 2 := by
      rw [div_pow, add_div, div_self (pow_ne_zero 2 hγ.ne')]
      ring
    simp only [lorentzian, h2, inv_div]
    field_simp
  have hi : Integrable (fun w : ℝ => (1 + ((w - e) / γ) ^ 2)⁻¹) :=
    (integrable_inv_one_add_sq.comp_div hγ.ne').comp_sub_right e
  have h1 : ∫ w : ℝ, (1 + ((w - e) / γ) ^ 2)⁻¹ = ∫ x : ℝ, (1 + (x / γ) ^ 2)⁻¹ :=
    integral_sub_right_eq_self (fun x : ℝ => (1 + (x / γ) ^ 2)⁻¹) e
  have h2 : ∫ x : ℝ, (1 + (x / γ) ^ 2)⁻¹ = |γ| • ∫ x : ℝ, (1 + x ^ 2)⁻¹ :=
    Measure.integral_comp_div (fun x : ℝ => (1 + x ^ 2)⁻¹) γ
  rw [h]
  refine ⟨hi.const_mul _, ?_⟩
  rw [integral_const_mul, h1, h2, integral_univ_inv_one_add_sq, abs_of_pos hγ, smul_eq_mul]
  field_simp
```

`Integrable` means measurable with a finite integral of the absolute value. The proof first establishes the rescaled form `h`, then shifts and rescales the known integral of 1/(1 + x²). The change of variable produces |γ|, and positivity turns it into γ.

At γ = 0 the formula gives the zero function in Lean, not the delta peak that a physicist would take as the limit. Among non-negative widths, unit area for a line therefore requires γ > 0.

## At least one transition makes the average meaningful

The hypothesis n > 0 says that there is something to average. Integrating term by term gives

∫ ρ dw = (1/n) Σ_k 1 = 1.

```lean
/-- For at least one transition and positive widths, the broadened joint density of states
is integrable and has unit area. -/
theorem jointDOS_normalised {n : ℕ} (hn : 0 < n) {γ : Fin n → ℝ} (hγ : ∀ k, 0 < γ k)
    (e : Fin n → ℝ) : Integrable (jointDOS γ e) ∧ ∫ w, jointDOS γ e w = 1 := by
  have hi := fun k => lorentzian_normalised (hγ k) (e k)
  have hn' : (n : ℝ) ≠ 0 := by exact_mod_cast hn.ne'
  refine ⟨(MeasureTheory.integrable_finsetSum Finset.univ fun k _ => (hi k).1).div_const (n : ℝ), ?_⟩
  simp only [jointDOS]
  rw [integral_div, MeasureTheory.integral_finsetSum _ (fun k _ => (hi k).1),
    Finset.sum_congr rfl (fun k _ => (hi k).2)]
  simp [hn']
```

The proof exchanges the finite sum with the integral, inserts the unit areas and cancels n, which is where `hn` enters. With n = 0, Lean's convention for division by zero makes the density vanish identically: its area is 0 and all its moments are integrable, so both the normalisation and the divergence fail.

## The tail limit needs no sign condition

For w > 0, divide the numerator and denominator of w²L(w) by w²:

w² L(w) = γ / (π((1 − e/w)² + (γ/w)²)) → γ/π as w → ∞.

```lean
/-- Far above a Lorentzian line, `w²` times the line tends to its half-width over `π`. -/
theorem lorentzian_tail (γ e : ℝ) :
    Tendsto (fun w => w ^ 2 * lorentzian γ e w) atTop (𝓝 (γ / π)) := by
  have hi : Tendsto (fun w : ℝ => w⁻¹) atTop (𝓝 0) := tendsto_inv_atTop_zero
  have h1 : Tendsto (fun w : ℝ => γ / (π * ((1 - e * w⁻¹) ^ 2 + (γ * w⁻¹) ^ 2))) atTop
      (𝓝 (γ / (π * ((1 - e * 0) ^ 2 + (γ * 0) ^ 2)))) :=
    tendsto_const_nhds.div (tendsto_const_nhds.mul
      (((tendsto_const_nhds.sub (hi.const_mul e)).pow 2).add ((hi.const_mul γ).pow 2)))
      (by simp [Real.pi_ne_zero])
  have h0 : γ / (π * ((1 - e * 0) ^ 2 + (γ * 0) ^ 2)) = γ / π := by simp
  rw [h0] at h1
  refine h1.congr' ?_
  filter_upwards [eventually_gt_atTop 0] with w hw
  have a : w - e = w * (1 - e * w⁻¹) := by
    rw [mul_sub, mul_one, mul_left_comm, mul_inv_cancel₀ hw.ne', mul_one]
  have b : γ = w * (γ * w⁻¹) := by
    rw [mul_left_comm, mul_inv_cancel₀ hw.ne', mul_one]
  have h3 : (w - e) ^ 2 + γ ^ 2 = w ^ 2 * ((1 - e * w⁻¹) ^ 2 + (γ * w⁻¹) ^ 2) := by
    calc (w - e) ^ 2 + γ ^ 2 = (w * (1 - e * w⁻¹)) ^ 2 + (w * (γ * w⁻¹)) ^ 2 := by
          rw [← a, ← b]
      _ = _ := by ring
  simp only [lorentzian]
  rw [h3, mul_left_comm π, ← mul_div_assoc, mul_div_mul_left _ _ (pow_ne_zero 2 hw.ne')]
```

`Tendsto … atTop` expresses the limit w → +∞. The proof takes the limit of the rewritten expression, then shows that it agrees with the original for all w > 0. Averaging the lines gives

w² ρ(w) → c, with c = (1/π)(1/n) Σ_k γ_k.

```lean
/-- At high energy, `w²` times the joint density of states tends to the mean half-width
over `π`. -/
theorem jointDOS_tail {n : ℕ} (γ e : Fin n → ℝ) :
    Tendsto (fun w => w ^ 2 * jointDOS γ e w) atTop (𝓝 ((∑ k, γ k) / n / π)) := by
  have h := (tendsto_finsetSum Finset.univ
    fun k _ => lorentzian_tail (γ k) (e k)).div_const (n : ℝ)
  rw [← Finset.sum_div, div_right_comm] at h
  refine h.congr fun w => ?_
  simp only [jointDOS]
  rw [← Finset.mul_sum, mul_div_assoc]
```

This uses the limit of a finite sum. Neither theorem assumes positive widths, but positivity is what makes c > 0, and the divergence relies on that. If every width were zero, ρ would vanish and all its moments would be integrable. Among non-negative widths, at least one must therefore be positive for the divergence to occur.

## Orders from zero up to one leave enough decay

The order p sets how strongly distant energies are weighted. For 0 ≤ p < 1 the proof uses an upper bound on the line that holds at every energy. Since |w| ≤ |w − e| + |e|,

(1 + |w|)² ≤ (|w − e| + 1 + |e|)² ≤ 2(w − e)² + 2(1 + |e|)².

Set A = 2(1 + |e|)²/γ², which uses γ > 0. The last term is then Aγ², so

(1 + |w|)² ≤ (2 + A)((w − e)² + γ²),

L(w) ≤ C (1 + |w|)^(−2), with C = γ(2 + A)/π.

Because p ≥ 0, also |w|^p ≤ (1 + |w|)^p. Hence

|w|^p L(w) ≤ C (1 + |w|)^(p−2),

and the right-hand side has the integral 2C/(1 − p), which is finite because p < 1.

```lean
/-- A Lorentzian line of positive width has a finite absolute moment of every order
`0 ≤ p < 1`. -/
theorem lorentzian_moment {γ p : ℝ} (hγ : 0 < γ) (e : ℝ) (hp : 0 ≤ p) (hp1 : p < 1) :
    Integrable (fun w => |w| ^ p * lorentzian γ e w) := by
  have hb : Integrable (fun w : ℝ => (1 + ‖w‖) ^ (-(2 - p))) :=
    integrable_one_add_norm (by rw [Module.finrank_self, Nat.cast_one]; linarith)
  obtain ⟨A, hA0, hA⟩ : ∃ A : ℝ, 0 ≤ A ∧ A * γ ^ 2 = 2 * (1 + |e|) ^ 2 :=
    ⟨2 * (1 + |e|) ^ 2 / γ ^ 2, by positivity, div_mul_cancel₀ _ (pow_ne_zero 2 hγ.ne')⟩
  refine (hb.const_mul (γ * (2 + A) / π)).mono'
    ((continuous_abs.rpow_const fun _ => Or.inr hp).aestronglyMeasurable.mul
      (lorentzian_normalised hγ e).1.aestronglyMeasurable) (ae_of_all _ fun w => ?_)
  -- the line is bounded by a constant times (1 + |w|)⁻²
  have hK : (1 + |w|) ^ 2 ≤ (2 + A) * ((w - e) ^ 2 + γ ^ 2) := by
    have h1 : (1 + |w|) ^ 2 ≤ (|w - e| + (1 + |e|)) ^ 2 :=
      pow_le_pow_left₀ (by positivity) (by linarith [abs_sub_abs_le_abs_sub w e]) 2
    have h2 : 0 ≤ A * (w - e) ^ 2 := by positivity
    nlinarith [sq_nonneg (|w - e| - (1 + |e|)), sq_abs (w - e), sq_nonneg γ]
  have hL : lorentzian γ e w ≤ γ * (2 + A) / π * ((1 + |w|) ^ 2)⁻¹ := by
    rw [lorentzian, ← div_eq_mul_inv, div_div, div_le_div_iff₀ (by positivity) (by positivity)]
    have h3 := mul_le_mul_of_nonneg_left hK (by positivity : 0 ≤ γ * π)
    nlinarith [h3]
  have hN : 0 ≤ lorentzian γ e w := by rw [lorentzian]; positivity
  have hpow : |w| ^ p ≤ (1 + |w|) ^ p := Real.rpow_le_rpow (abs_nonneg w) (by linarith) hp
  have hexp : (1 + |w|) ^ (-(2 - p)) = (1 + |w|) ^ p * ((1 + |w|) ^ 2)⁻¹ := by
    rw [show -(2 - p) = p - 2 by ring, Real.rpow_sub (by positivity), Real.rpow_two,
      div_eq_mul_inv]
  change ‖|w| ^ p * lorentzian γ e w‖ ≤ γ * (2 + A) / π * (1 + |w|) ^ (-(2 - p))
  rw [Real.norm_of_nonneg (mul_nonneg (Real.rpow_nonneg (abs_nonneg w) p) hN), hexp]
  calc |w| ^ p * lorentzian γ e w
      ≤ (1 + |w|) ^ p * (γ * (2 + A) / π * ((1 + |w|) ^ 2)⁻¹) :=
        mul_le_mul hpow hL hN (by positivity)
    _ = _ := by ring
```

Here `hb` is the integrability of the comparison function, `hK` the quadratic inequality, `hL` the bound on the line and `hpow` the comparison of powers. The final `calc` multiplies the two bounds, and `mono'` transfers integrability from the larger function to the smaller. The hypothesis `hp1` is used in `hb`; `hp` is used for `hpow` and for the continuity of |w|^p.

## The threshold lies exactly at order one

For the converse, suppose that |w|^p ρ is integrable. Since w²ρ(w) → c > 0, there is an M such that w²ρ(w) ≥ c/2 for w ≥ M. For w > max(M, 1) this gives

w^p ρ(w) ≥ (c/2) w^(p−2).

So w^(p−2) is integrable up to infinity, which requires p − 2 < −1, that is, p < 1.

```lean
/-- For at least one transition, positive widths and `p ≥ 0`, the absolute moment of order `p`
of the Lorentzian-broadened joint density of states is finite exactly when `p < 1`. -/
theorem moment_integrable_iff {n : ℕ} (hn : 0 < n) {γ : Fin n → ℝ} (hγ : ∀ k, 0 < γ k)
    (e : Fin n → ℝ) {p : ℝ} (hp : 0 ≤ p) :
    Integrable (fun w => |w| ^ p * jointDOS γ e w) ↔ p < 1 := by
  constructor
  · intro h
    obtain ⟨c, hc, hct⟩ : ∃ c : ℝ, 0 < c ∧
        Tendsto (fun w => w ^ 2 * jointDOS γ e w) atTop (𝓝 c) := by
      have hs : 0 < ∑ k, γ k := Finset.sum_pos (fun k _ => hγ k) ⟨⟨0, hn⟩, Finset.mem_univ _⟩
      have hn' : (0 : ℝ) < n := by exact_mod_cast hn
      exact ⟨_, div_pos (div_pos hs hn') Real.pi_pos, jointDOS_tail γ e⟩
    obtain ⟨M, hM⟩ := eventually_atTop.1 (hct.eventually (eventually_gt_nhds (half_lt_self hc)))
    -- the tail dominates a multiple of w ^ (p - 2)
    have hint : IntegrableOn (fun w : ℝ => w ^ (p - 2)) (Ioi (max M 1)) := by
      refine Integrable.mono' (h.const_mul (2 / c)).integrableOn
        (by fun_prop : Measurable fun w : ℝ => w ^ (p - 2)).aestronglyMeasurable ?_
      rw [ae_restrict_iff' measurableSet_Ioi]
      refine ae_of_all _ fun w hw => ?_
      have hwM : M ≤ w := (le_max_left M 1).trans (le_of_lt hw)
      have h0 : 0 < w := one_pos.trans_le ((le_max_right M 1).trans (le_of_lt hw))
      have hb : c / 2 ≤ w ^ 2 * jointDOS γ e w := (hM w hwM).le
      change ‖w ^ (p - 2)‖ ≤ 2 / c * (|w| ^ p * jointDOS γ e w)
      rw [Real.norm_of_nonneg (Real.rpow_nonneg h0.le _), abs_of_pos h0, Real.rpow_sub h0,
        Real.rpow_two, div_le_iff₀ (by positivity)]
      calc w ^ p = 2 / c * (w ^ p * (c / 2)) := by field_simp
        _ ≤ 2 / c * (w ^ p * (w ^ 2 * jointDOS γ e w)) := by gcongr
        _ = _ := by ring
    have h2 := (integrableOn_Ioi_rpow_iff (one_pos.trans_le (le_max_right M 1))).1 hint
    linarith
  · intro hp1
    have hs := (MeasureTheory.integrable_finsetSum Finset.univ
      fun k _ => lorentzian_moment (hγ k) (e k) hp hp1).div_const (n : ℝ)
    refine hs.congr (ae_of_all _ fun w => ?_)
    simp only [jointDOS]
    rw [← Finset.mul_sum, mul_div_assoc]
```

The theorem states an equivalence for every p ≥ 0. Its first half obtains c from `jointDOS_tail`, using `hn` and `hγ` for positivity; `hint` is the comparison above, and `integrableOn_Ioi_rpow_iff` supplies the criterion for a power. The second half sums the results for the single lines.

Only the second half uses p ≥ 0. For p ≤ −1 the equivalence fails, because |w|^p is not integrable near w = 0, where ρ is positive. That counter-example calls for p > −1; the stronger condition p ≥ 0 keeps the weight continuous at zero energy.

The lower bound uses only large positive energies, so discarding the part of the density at negative w would not remove the divergence. This remark, the window formula at the start and the comments on weakened hypotheses are ordinary calculus without a Lean proof behind them.

## Second moment and mean energy

At p = 2 the weight |w|² equals w², and 2 < 1 is false.

```lean
/-- For at least one transition and positive widths, `w²` times the Lorentzian-broadened
joint density of states is not integrable. -/
theorem second_moment_not_integrable {n : ℕ} (hn : 0 < n) {γ : Fin n → ℝ}
    (hγ : ∀ k, 0 < γ k) (e : Fin n → ℝ) :
    ¬ Integrable (fun w => w ^ 2 * jointDOS γ e w) := by
  intro h
  have h2 := (moment_integrable_iff hn hγ e (p := 2) (by norm_num)).1
    (by simpa [Real.rpow_two, sq_abs] using h)
  norm_num at h2
```

The proof rewrites the real power as a square and applies the equivalence. The hypotheses are again n > 0 and positive widths, with no restriction on the energies.

At p = 1 the integrand wρ(w) changes sign. Since ρ ≥ 0,

|wρ(w)| = |w| ρ(w),

so integrability of wρ would imply that of |w|ρ, which the threshold excludes.

```lean
/-- For at least one transition and positive widths, `w` times the Lorentzian-broadened
joint density of states is not integrable. -/
theorem first_moment_not_integrable {n : ℕ} (hn : 0 < n) {γ : Fin n → ℝ}
    (hγ : ∀ k, 0 < γ k) (e : Fin n → ℝ) :
    ¬ Integrable (fun w => w * jointDOS γ e w) := by
  intro h
  refine lt_irrefl (1 : ℝ) ((moment_integrable_iff hn hγ e zero_le_one).1 ?_)
  refine h.norm.congr (ae_of_all _ fun w => ?_)
  have h0 : 0 ≤ jointDOS γ e w := by
    refine div_nonneg (Finset.sum_nonneg fun k _ => ?_) (Nat.cast_nonneg n)
    have := hγ k
    unfold lorentzian
    positivity
  change ‖w * jointDOS γ e w‖ = |w| ^ (1 : ℝ) * jointDOS γ e w
  rw [norm_mul, Real.norm_of_nonneg h0, Real.norm_eq_abs, Real.rpow_one]

end

end LorentzianJointDensity
```

In Lean, `h.norm` passes to the absolute value, and `h0` proves that the density is non-negative from the positive widths. The result concerns absolute convergence. With a symmetric cut-off at ±W, the first moment of a single line does tend to e as W → ∞, but this value depends on how the two tails are cut.

```lean
#print axioms LorentzianJointDensity.jointDOS_normalised
#print axioms LorentzianJointDensity.second_moment_not_integrable
#print axioms LorentzianJointDensity.first_moment_not_integrable
```

```
'LorentzianJointDensity.jointDOS_normalised' depends on axioms: [propext, Classical.choice, Quot.sound]
'LorentzianJointDensity.second_moment_not_integrable' depends on axioms: [propext, Classical.choice, Quot.sound]
'LorentzianJointDensity.first_moment_not_integrable' depends on axioms: [propext, Classical.choice, Quot.sound]
```
